# Eckart's bound: in finite dimension, mean energy and first gap bound the ground-level weight from below

Before I run phase estimation on a trial state, I turn its mean energy into a lower bound on its ground-state weight, because that weight is the chance that an ideal energy measurement returns the ground energy. My Hamiltonian is a finite matrix, and my trial state lies above the ground energy by a tenth of the first gap. The usual formula then promises a weight of at least 0.9.

What bothers me is that only the first gap enters. My state could be contaminated by dozens of excited states, some of them very high up. Shouldn't high-lying contamination make the estimate worse? And does the bound survive if the ground level is degenerate?

## High admixtures use up the energy faster

High-lying contamination makes the true weight better than the bound, not worse. At fixed mean energy, an admixture far up in the spectrum must be small, since each unit of its weight costs a lot of energy. The worst case puts all the contamination at the first excited level. Degeneracy does no harm, provided that "weight" means the weight on the whole ground level.

Let $H$ be Hermitian on a finite-dimensional space, and let each eigenvalue equal $E_0$ or be at least $E_1 > E_0$. Take a unit vector $\psi$ with mean energy $\langle H\rangle = \langle\psi, H\psi\rangle$. Let $p$ be its orthogonal projection onto the space of all solutions of $Hv = E_0 v$, and put $q = \psi - p$ and $w = \|p\|^2$. The claim is

$$w \ge \frac{E_1 - \langle H\rangle}{E_1 - E_0}.$$

**Splitting the state.** Since $\langle p, q\rangle = 0$, the norm gives $1 = w + \|q\|^2$. The energy has four terms:

$$\langle H\rangle = \langle p, Hp\rangle + \langle p, Hq\rangle + \langle q, Hp\rangle + \langle q, Hq\rangle.$$

The first is $E_0 w$. The cross terms vanish, because $\langle p, Hq\rangle = \langle Hp, q\rangle = E_0\langle p, q\rangle = 0$ and $\langle q, Hp\rangle = E_0\langle q, p\rangle = 0$. Hence $\langle H\rangle = E_0 w + \langle q, Hq\rangle$.

**Bounding the excited part.** Take an orthonormal eigenbasis $b_i$ with eigenvalues $e_i$. Then

$$\langle q, Hq\rangle - E_1\|q\|^2 = \sum_i (e_i - E_1)\,|\langle b_i, q\rangle|^2.$$

If $e_i = E_0$, then $\langle b_i, q\rangle = 0$, because $q$ is orthogonal to the level. Otherwise $e_i \ge E_1$. No term is negative, so $\langle q, Hq\rangle \ge E_1\|q\|^2$.

**Combining.** With $\|q\|^2 = 1 - w$ we get $\langle H\rangle \ge E_0 w + E_1(1-w)$, that is, $w(E_1 - E_0) \ge E_1 - \langle H\rangle$. Division by the positive gap gives the bound.

**Equality.** The bound is attained exactly when every term of the sum is zero, so that $q$ has components only along basis vectors with $e_i = E_1$. This says $Hq = E_1 q$, and it includes the case $q = 0$, where $\psi$ lies entirely in the level.

**An upper bound.** If no eigenvalue exceeds some $M > E_0$, the same sum with $M$ in place of $E_1$ has no positive term. Then $\langle H\rangle \le E_0 w + M(1-w)$, so $w \le (M - \langle H\rangle)/(M - E_0)$.

In your case, set $E_0 = 0$, $E_1 = 1$ and $\langle H\rangle = 0.1$, and suppose that the spectrum ends at $M = 10$. The weight then lies between 0.9 and 0.99. The lower value belongs to a contamination of 0.1 at energy 1, and the upper one to a contamination of 0.01 at energy 10.

Here is the argument in Lean 4 with Mathlib.

```lean
import Mathlib

open Module.End

namespace EckartBound

noncomputable section

variable {V : Type*} [NormedAddCommGroup V] [InnerProductSpace ℂ V]

/-- The energy expectation value `⟨ψ, H ψ⟩` (its real part), for `ψ` not necessarily normalised. -/
def energy (H : V →ₗ[ℂ] V) (ψ : V) : ℝ := (inner ℂ ψ (H ψ)).re

/-- A vector with `H v = E v` has energy `E ‖v‖²`. -/
theorem energy_of_eigen {H : V →ₗ[ℂ] V} {E : ℝ} {v : V} (h : H v = (E : ℂ) • v) :
    energy H v = E * ‖v‖ ^ 2 := by
  unfold energy
  rw [h, inner_smul_right, Complex.re_ofReal_mul]
  congr 1
  exact inner_self_eq_norm_sq (𝕜 := ℂ) v

/-- In an orthonormal eigenbasis of a Hermitian `H`, the energy measured from a reference `E` is
the sum of the level distances `e i - E` weighted by the populations. -/
theorem energy_sub_eq_sum {H : V →ₗ[ℂ] V} (hH : H.IsSymmetric) {n : ℕ}
    (b : OrthonormalBasis (Fin n) ℂ V) (e : Fin n → ℝ)
    (hb : ∀ i, H (b i) = (e i : ℂ) • b i) (E : ℝ) (q : V) :
    energy H q - E * ‖q‖ ^ 2 = ∑ i, (e i - E) * ‖inner ℂ (b i) q‖ ^ 2 := by
  have h : energy H q = ∑ i, e i * ‖inner ℂ (b i) q‖ ^ 2 := by
    unfold energy
    rw [← b.sum_inner_mul_inner q (H q), Complex.re_sum]
    refine Finset.sum_congr rfl fun i _ => ?_
    have h1 : inner ℂ (b i) (H q) = (e i : ℂ) * inner ℂ (b i) q := by
      rw [← hH (b i) q, hb, inner_smul_left, Complex.conj_ofReal]
    have h2 : inner ℂ q (b i) * inner ℂ (b i) q = ((‖inner ℂ (b i) q‖ ^ 2 : ℝ) : ℂ) := by
      rw [← inner_conj_symm q (b i), ← Complex.normSq_eq_conj_mul_self,
        Complex.normSq_eq_norm_sq]
    rw [h1, mul_left_comm, h2, ← Complex.ofReal_mul, Complex.ofReal_re]
  rw [h, ← b.sum_sq_norm_inner_right q, Finset.mul_sum, ← Finset.sum_sub_distrib]
  exact Finset.sum_congr rfl fun i _ => by ring

variable [FiniteDimensional ℂ V]

/-- The weight of `ψ` on the level `E`: the squared norm of its orthogonal projection onto the
space of all solutions of `H v = E v`. -/
def levelWeight (H : V →ₗ[ℂ] V) (E : ℝ) (ψ : V) : ℝ :=
  ‖(eigenspace H (E : ℂ)).starProjection ψ‖ ^ 2

/-- What remains of `ψ` after its projection onto the level `E` is removed. -/
def excitedPart (H : V →ₗ[ℂ] V) (E : ℝ) (ψ : V) : V :=
  ψ - (eigenspace H (E : ℂ)).starProjection ψ

/-- The excited part is orthogonal to every solution of `H v = E v`. -/
theorem inner_excitedPart (H : V →ₗ[ℂ] V) (E : ℝ) (ψ v : V) (hv : H v = (E : ℂ) • v) :
    inner ℂ v (excitedPart H E ψ) = 0 :=
  (Submodule.mem_orthogonal _ _).1
    (Submodule.sub_starProjection_mem_orthogonal ψ) v (mem_eigenspace_iff.2 hv)

/-- For Hermitian `H`, both the squared norm and the energy of `ψ` split into a contribution of
the level `E` and one of the excited part, without cross terms. -/
theorem norm_and_energy_split {H : V →ₗ[ℂ] V} (hH : H.IsSymmetric) (E : ℝ) (ψ : V) :
    levelWeight H E ψ + ‖excitedPart H E ψ‖ ^ 2 = ‖ψ‖ ^ 2 ∧
      energy H ψ = E * levelWeight H E ψ + energy H (excitedPart H E ψ) := by
  have hp : H ((eigenspace H (E : ℂ)).starProjection ψ)
      = (E : ℂ) • (eigenspace H (E : ℂ)).starProjection ψ :=
    mem_eigenspace_iff.1 (Submodule.starProjection_apply_mem _ ψ)
  have hpq := inner_excitedPart H E ψ _ hp
  have hsum : ψ = (eigenspace H (E : ℂ)).starProjection ψ + excitedPart H E ψ := by
    unfold excitedPart
    abel
  have hen := energy_of_eigen hp
  unfold levelWeight
  generalize (eigenspace H (E : ℂ)).starProjection ψ = p at *
  generalize excitedPart H E ψ = q at *
  subst hsum
  constructor
  · rw [norm_add_sq (𝕜 := ℂ), hpq]
    simp
  · -- both cross terms vanish because `H p = E p` and `p ⊥ q`
    have h1 : inner ℂ p (H q) = 0 := by
      rw [← hH p q, hp, inner_smul_left, hpq, mul_zero]
    have h2 : inner ℂ q (H p) = 0 := by
      rw [hp, inner_smul_right, inner_eq_zero_symm.1 hpq, mul_zero]
    rw [← hen]
    unfold energy
    rw [map_add, inner_add_left, inner_add_right, inner_add_right, h1, h2]
    simp

/-- An orthonormal eigenbasis with real eigenvalues exists for every Hermitian `H`. -/
theorem exists_eigenbasis {H : V →ₗ[ℂ] V} (hH : H.IsSymmetric) :
    ∃ (n : ℕ) (b : OrthonormalBasis (Fin n) ℂ V) (e : Fin n → ℝ),
      ∀ i, H (b i) = (e i : ℂ) • b i ∧ HasEigenvalue H (e i : ℂ) :=
  ⟨_, hH.eigenvectorBasis rfl, hH.eigenvalues rfl, fun i =>
    ⟨hH.apply_eigenvectorBasis rfl i, hH.hasEigenvalue_eigenvalues rfl i⟩⟩

/-- Let each eigenvalue of a Hermitian `H` equal `E0` or be at least `E1`. A vector `q` orthogonal
to the level `E0` has energy at least `E1 ‖q‖²`, with equality exactly when `H q = E1 q`. -/
theorem excited_energy {H : V →ₗ[ℂ] V} (hH : H.IsSymmetric) {E0 E1 : ℝ}
    (hgap : ∀ E : ℝ, HasEigenvalue H (E : ℂ) → E = E0 ∨ E1 ≤ E) {q : V}
    (hq : ∀ v, H v = (E0 : ℂ) • v → inner ℂ v q = 0) :
    E1 * ‖q‖ ^ 2 ≤ energy H q ∧
      (energy H q = E1 * ‖q‖ ^ 2 ↔ H q = (E1 : ℂ) • q) := by
  obtain ⟨n, b, e, hb⟩ := exists_eigenbasis hH
  have hs := energy_sub_eq_sum hH b e (fun i => (hb i).1) E1 q
  -- levels at `E0` are unpopulated, all others lie at or above `E1`
  have hpos : ∀ i ∈ Finset.univ, 0 ≤ (e i - E1) * ‖inner ℂ (b i) q‖ ^ 2 := by
    intro i _
    rcases hgap (e i) (hb i).2 with h | h
    · have h0 : inner ℂ (b i) q = 0 := hq _ (by rw [(hb i).1, h])
      simp [h0]
    · exact mul_nonneg (sub_nonneg.2 h) (sq_nonneg _)
  refine ⟨by linarith [Finset.sum_nonneg hpos], fun h => ?_, energy_of_eigen⟩
  rw [h, sub_self] at hs
  have hz := (Finset.sum_eq_zero_iff_of_nonneg hpos).1 hs.symm
  apply b.repr.injective
  ext i
  rw [b.repr_apply_apply, b.repr_apply_apply, ← hH (b i) q, (hb i).1, inner_smul_left,
    inner_smul_right, Complex.conj_ofReal]
  rcases mul_eq_zero.1 (hz i (Finset.mem_univ i)) with h' | h'
  · rw [sub_eq_zero.1 h']
  · rw [norm_eq_zero.1 (pow_eq_zero_iff two_ne_zero |>.1 h'), mul_zero, mul_zero]

/-- **Eckart bound.** If each eigenvalue of a Hermitian `H` equals `E0` or is at least `E1 > E0`,
a unit vector `ψ` has weight at least `(E1 - ⟨H⟩) / (E1 - E0)` on the level `E0`. -/
theorem eckart_bound {H : V →ₗ[ℂ] V} (hH : H.IsSymmetric) {E0 E1 : ℝ} (h01 : E0 < E1)
    (hgap : ∀ E : ℝ, HasEigenvalue H (E : ℂ) → E = E0 ∨ E1 ≤ E) {ψ : V} (hψ : ‖ψ‖ = 1) :
    (E1 - energy H ψ) / (E1 - E0) ≤ levelWeight H E0 ψ := by
  obtain ⟨hn, hs⟩ := norm_and_energy_split hH E0 ψ
  rw [hψ, one_pow] at hn
  have hge := (excited_energy hH hgap (inner_excitedPart H E0 ψ)).1
  rw [div_le_iff₀ (sub_pos.2 h01)]
  linear_combination hge - hs - E1 * hn

/-- Under the hypotheses of the Eckart bound, equality holds exactly when the excited part `q` of
`ψ` satisfies `H q = E1 q`. -/
theorem eckart_equality_iff {H : V →ₗ[ℂ] V} (hH : H.IsSymmetric) {E0 E1 : ℝ} (h01 : E0 < E1)
    (hgap : ∀ E : ℝ, HasEigenvalue H (E : ℂ) → E = E0 ∨ E1 ≤ E) {ψ : V} (hψ : ‖ψ‖ = 1) :
    levelWeight H E0 ψ = (E1 - energy H ψ) / (E1 - E0) ↔
      H (excitedPart H E0 ψ) = (E1 : ℂ) • excitedPart H E0 ψ := by
  obtain ⟨hn, hs⟩ := norm_and_energy_split hH E0 ψ
  rw [hψ, one_pow] at hn
  rw [← (excited_energy hH hgap (inner_excitedPart H E0 ψ)).2,
    eq_div_iff (sub_pos.2 h01).ne']
  constructor <;> intro h
  · linear_combination h - hs - E1 * hn
  · linear_combination h + hs + E1 * hn

/-- If no eigenvalue of a Hermitian `H` exceeds `M > E0`, a unit vector `ψ` has weight at most
`(M - ⟨H⟩) / (M - E0)` on the level `E0`. -/
theorem levelWeight_le {H : V →ₗ[ℂ] V} (hH : H.IsSymmetric) {E0 M : ℝ} (h0M : E0 < M)
    (hmax : ∀ E : ℝ, HasEigenvalue H (E : ℂ) → E ≤ M) {ψ : V} (hψ : ‖ψ‖ = 1) :
    levelWeight H E0 ψ ≤ (M - energy H ψ) / (M - E0) := by
  obtain ⟨hn, hs⟩ := norm_and_energy_split hH E0 ψ
  rw [hψ, one_pow] at hn
  obtain ⟨n, b, e, hb⟩ := exists_eigenbasis hH
  have hsum := energy_sub_eq_sum hH b e (fun i => (hb i).1) M (excitedPart H E0 ψ)
  have hneg : ∑ i, (e i - M) * ‖inner ℂ (b i) (excitedPart H E0 ψ)‖ ^ 2 ≤ 0 :=
    Finset.sum_nonpos fun i _ =>
      mul_nonpos_of_nonpos_of_nonneg (sub_nonpos.2 (hmax _ (hb i).2)) (sq_nonneg _)
  have hle : energy H (excitedPart H E0 ψ) ≤ M * ‖excitedPart H E0 ψ‖ ^ 2 := by linarith
  rw [le_div_iff₀ (sub_pos.2 h0M)]
  linear_combination hle + hs + M * hn

/-- Eckart bound for a nondegenerate level: if moreover the solutions of `H v = E0 v` are the
multiples of one unit vector `u`, the squared overlap `|⟨u, ψ⟩|²` obeys the same lower bound. -/
theorem eckart_overlap {H : V →ₗ[ℂ] V} (hH : H.IsSymmetric) {E0 E1 : ℝ} (h01 : E0 < E1)
    (hgap : ∀ E : ℝ, HasEigenvalue H (E : ℂ) → E = E0 ∨ E1 ≤ E) {u ψ : V} (hu : ‖u‖ = 1)
    (hlevel : ∀ v, H v = (E0 : ℂ) • v ↔ ∃ c : ℂ, v = c • u) (hψ : ‖ψ‖ = 1) :
    (E1 - energy H ψ) / (E1 - E0) ≤ ‖inner ℂ u ψ‖ ^ 2 := by
  have hmain := eckart_bound hH h01 hgap hψ
  obtain ⟨c, hc⟩ := (hlevel _).1 (mem_eigenspace_iff.1
    (Submodule.starProjection_apply_mem (eigenspace H (E0 : ℂ)) ψ))
  have hq := inner_excitedPart H E0 ψ u ((hlevel u).2 ⟨1, (one_smul ℂ u).symm⟩)
  have huu : inner ℂ u u = (1 : ℂ) := by
    rw [inner_self_eq_norm_sq_to_K, hu]
    simp
  -- the projection of `ψ` is `c u`, and `c` is the overlap
  unfold excitedPart at hq
  rw [hc, inner_sub_right, inner_smul_right, huu, mul_one, sub_eq_zero] at hq
  unfold levelWeight at hmain
  rwa [hc, norm_smul, hu, mul_one, ← hq] at hmain

end

end EckartBound
```

```lean
#print axioms EckartBound.eckart_bound
-- 'EckartBound.eckart_bound' depends on axioms: [propext, Classical.choice, Quot.sound]
#print axioms EckartBound.eckart_equality_iff
-- 'EckartBound.eckart_equality_iff' depends on axioms: [propext, Classical.choice, Quot.sound]
#print axioms EckartBound.levelWeight_le
-- 'EckartBound.levelWeight_le' depends on axioms: [propext, Classical.choice, Quot.sound]
#print axioms EckartBound.eckart_overlap
-- 'EckartBound.eckart_overlap' depends on axioms: [propext, Classical.choice, Quot.sound]
```

### Levels, weights and the gap condition in Lean

The state space `V` is a finite-dimensional complex inner product space, and `H` is a linear map on it. `H.IsSymmetric` says $\langle Hx, y\rangle = \langle x, Hy\rangle$ for all $x, y$, which is Hermiticity. The inner product `inner ℂ x y` is conjugate-linear in its first slot, as in Dirac notation.

`energy H ψ` is the real part of $\langle\psi, H\psi\rangle$; for Hermitian $H$ the imaginary part is zero. It is not divided by the norm. For the unit vector $\psi$ it is the mean energy, while for a nonzero excited part $q$ the normalised mean energy is `energy H q` divided by $\|q\|^2$, and this is what lies at or above $E_1$.

`levelWeight H E0 ψ` is $w$, and `excitedPart H E0 ψ` is $q$. The projection goes onto the full eigenspace, so no eigenbasis is chosen and a degenerate level needs no special treatment.

The hypothesis `hgap` is the gap condition: every real `E` that is an eigenvalue satisfies `E = E0 ∨ E1 ≤ E`. Physically, `E1` is the first excited level or any lower bound to it that still lies above `E0`. The condition is assumed, and for a given Hamiltonian you have to supply it. An estimate of the first excited level that is too high can make the bound claim too much weight.

- `eckart_bound` is the inequality for a unit vector. When the mean energy reaches $E_1$ or more, its left side is zero or negative, and it tells you nothing.
- `eckart_equality_iff` is the equality condition $Hq = E_1 q$.
- `levelWeight_le` is the upper bound. It doesn't need `hgap`, and `E0` may be a level in the middle of the spectrum; the "excited" part can then contain lower states too.
- `eckart_overlap` treats a nondegenerate level. Its hypothesis `hlevel` says that the solutions of $Hv = E_0 v$ are exactly the multiples of a unit vector $u$, and the bound then holds for the familiar squared overlap $|\langle u, \psi\rangle|^2$.

For electronic structure, these statements apply to the Hamiltonian matrix in a finite basis, and the weight refers to the ground level of that matrix. The step from there to the molecular Hamiltonian on its infinite-dimensional space, with its continuous spectrum, needs a separate argument.

A different model would replace `hgap` by a condition on energies: every $q$ orthogonal to the level satisfies $\langle q, Hq\rangle \ge E_1\|q\|^2$. The splitting and the final algebra would then also work for a bounded Hermitian operator on an infinite-dimensional Hilbert space, with no eigenbasis. You would, however, have to supply the inequality that is derived here from the eigenvalues. I mention this variant as an outline only; the code contains the eigenvalue version.

### From the eigenbasis sum to the inequality

`energy_sub_eq_sum` is the displayed sum, for any reference energy `E`. It inserts the completeness relation of the basis between $q$ and $Hq$, moves $H$ onto $b_i$ by symmetry to produce $e_i$, and subtracts $E\|q\|^2$ written as a sum of populations. `exists_eigenbasis` takes the basis from Mathlib's spectral theorem.

`norm_and_energy_split` is the splitting step. Orthogonality comes from `inner_excitedPart`, the facts `h1` and `h2` are the two vanishing cross terms, and `energy_of_eigen` evaluates the level's own contribution as $E_0 w$.

`excited_energy` contains the spectral argument. Its fact `hpos` shows that each term is nonnegative, with the same two cases as above: either the level is $E_0$ and the population vanishes, or $e_i \ge E_1$. Summing gives the inequality. For equality, a sum of nonnegative terms that equals zero has only zero terms, so for each $i$ either $e_i = E_1$ or $\langle b_i, q\rangle = 0$. In both cases $Hq$ and $E_1 q$ have the same $i$-th coordinate, and vectors with equal coordinates are equal. The converse is `energy_of_eigen` again.

In `eckart_bound`, `div_le_iff₀` multiplies through by the positive gap, and `linear_combination` adds up the three ingredients: the norm split `hn`, the energy split `hs` and the excited-energy inequality `hge`. `eckart_equality_iff` first translates $Hq = E_1 q$ into the corresponding energy equation and then does the same algebra in both directions. `levelWeight_le` repeats the argument with `M` and reversed signs.

Finally, `eckart_overlap` writes the projection as $c\,u$. Since $u$ is orthogonal to $\psi - c\,u$ and has unit norm, $c = \langle u, \psi\rangle$, so the level weight is the squared overlap and `eckart_bound` applies.
